# In the sudden approximation, a nuclear charge jump from 1 to 2 takes a 1s electron to the new 1s state with probability 512/729 and to the new 2s state with probability 1/4

Take one electron in the 1s state of a nucleus with charge 1. In atomic units its radial function is $2e^{-r}$, where $r$ is the distance from the nucleus. The charge now jumps to 2, so fast that the wavefunction has no time to change. The new 1s function is $4\sqrt2\,e^{-2r}$, and its overlap with the old state is

$$\int_0^\infty r^2\cdot 2e^{-r}\cdot 4\sqrt2\,e^{-2r}\,dr = 8\sqrt2\cdot\frac{2}{3^3}=\frac{16\sqrt2}{27}.$$

The square is $512/729\approx0.702$. For the new 2s function, $2(1-r)e^{-r}$, the overlap is

$$4\int_0^\infty (r^2-r^3)e^{-2r}\,dr = 4\left(\frac{2}{8}-\frac{6}{16}\right)=-\frac12,$$

with square $1/4$. The Lean file does the same for any positive charges, $Z$ before the jump and $W$ after it. The jump from 1 to 2 is a model of what beta decay does to the electron of a tritium atom, with a fixed point nucleus, no relativity and no interaction with the emitted particles.

## Orbitals, radial equation and probability

```lean
import Mathlib

open MeasureTheory Set

namespace SuddenChargeJump

noncomputable section
```

The file loads the Mathlib library and opens two of its namespaces, so that names from integration theory and the half-line $r>0$, written `Ioi 0`, need no prefix.

```lean
/-- The 1s radial function of a one-electron atom with nuclear charge `Z`, in atomic units. -/
def radial1s (Z r : ℝ) : ℝ := 2 * √(Z ^ 3) * Real.exp (-(Z * r))
```

A `def` introduces a name. Here `radial1s Z r` is the 1s function $\phi_Z(r)=2\sqrt{Z^3}\,e^{-Zr}$. Both arguments are real numbers (`ℝ`), so the charge need not be an integer.

```lean
/-- The 2s radial function of a one-electron atom with nuclear charge `Z`, in atomic units. -/
def radial2s (Z r : ℝ) : ℝ := √(Z ^ 3 / 2) * (1 - Z / 2 * r) * Real.exp (-(Z / 2 * r))
```

Likewise `radial2s Z r` is the 2s function $\chi_Z(r)=\sqrt{Z^3/2}\,\left(1-\tfrac{Z}{2}r\right)e^{-Zr/2}$.

```lean
/-- The s-wave radial Schrödinger equation with nuclear charge `Z` and energy `E`,
multiplied by `r`; `f'` and `f''` are the first two derivatives of `f`. -/
def SolvesRadial (Z E : ℝ) (f : ℝ → ℝ) : Prop :=
  ∃ f' f'' : ℝ → ℝ, (∀ r, HasDerivAt f (f' r) r) ∧ (∀ r, HasDerivAt f' (f'' r) r) ∧
    ∀ r, -(1 / 2) * (r * f'' r + 2 * f' r) - Z * f r = E * (r * f r)
```

A `Prop` is a statement. This one says that $f$ has a first derivative $f'$ and a second derivative $f''$ at every real $r$, and that

$$-\tfrac12\,(r f''+2f')-Zf=E\,r f .$$

This is the s-wave radial Schrödinger equation multiplied by $r$, which removes the division by zero at the nucleus. It does not require $f$ to be normalised, or even non-zero.

```lean
/-- The overlap of two real radial functions, with the volume weight `r ^ 2`. -/
def overlap (f g : ℝ → ℝ) : ℝ := ∫ r in Ioi (0 : ℝ), r ^ 2 * f r * g r
```

The overlap is $\int_0^\infty r^2 f(r)g(r)\,dr$. All functions are real, so no complex conjugate appears. The angular parts of two s states are identical and normalised, so they contribute a factor 1.

```lean
/-- The sudden-approximation probability of finding the normalised s state `g` of the new
Hamiltonian when the atom was in the normalised s state `f` just before the change. -/
def suddenProbability (f g : ℝ → ℝ) : ℝ := overlap f g ^ 2
```

The probability is the squared overlap. This definition is where the sudden approximation enters: it stands for a change of Hamiltonian much faster than the electron's own motion, and it is assumed here, not derived from the time-dependent Schrödinger equation. The definition accepts any two functions; reading the square as this probability assumes that both are normalised.

## The integral behind every overlap

```lean
/-- The radial integral of a polynomial with terms `r ^ 2`, `r ^ 3`, `r ^ 4` times a decaying
exponential with rate `a > 0`. -/
theorem integral_poly_exp (b c d : ℝ) {a : ℝ} (ha : 0 < a) :
    ∫ r in Ioi (0 : ℝ), (b * r ^ 2 + c * r ^ 3 + d * r ^ 4) * Real.exp (-(a * r)) =
      2 * b / a ^ 3 + 6 * c / a ^ 4 + 24 * d / a ^ 5 := by
  -- each moment is a Gamma integral
  have m : ∀ n : ℕ, ∫ r in Ioi (0 : ℝ), r ^ n * Real.exp (-(a * r)) =
      (n.factorial : ℝ) / a ^ (n + 1) := by
    intro n
    have h := Real.integral_rpow_mul_exp_neg_mul_Ioi
      (show (0 : ℝ) < (n : ℝ) + 1 by positivity) ha
    have hp : (1 / a) ^ ((n : ℝ) + 1) = (1 / a) ^ (n + 1) := by
      exact_mod_cast Real.rpow_natCast (1 / a) (n + 1)
    rw [Real.Gamma_nat_eq_factorial, add_sub_cancel_right, hp] at h
    simp only [Real.rpow_natCast] at h
    rw [h, one_div, inv_pow, div_eq_mul_inv, mul_comm]
  -- a non-zero integral belongs to an integrable function
  have i : ∀ n : ℕ, Integrable (fun r : ℝ => r ^ n * Real.exp (-(a * r)))
      (volume.restrict (Ioi 0)) := by
    intro n
    by_contra h
    have h0 := integral_undef h
    rw [m n] at h0
    have hpos : 0 < (n.factorial : ℝ) / a ^ (n + 1) := by positivity
    exact hpos.ne' h0
  have i23 : Integrable (fun r : ℝ => b * (r ^ 2 * Real.exp (-(a * r))) +
      c * (r ^ 3 * Real.exp (-(a * r)))) (volume.restrict (Ioi 0)) :=
    ((i 2).const_mul b).add ((i 3).const_mul c)
  have e : ∀ r : ℝ, (b * r ^ 2 + c * r ^ 3 + d * r ^ 4) * Real.exp (-(a * r)) =
      b * (r ^ 2 * Real.exp (-(a * r))) + c * (r ^ 3 * Real.exp (-(a * r))) +
        d * (r ^ 4 * Real.exp (-(a * r))) := fun r => by ring
  simp only [e]
  rw [integral_add i23 ((i 4).const_mul d),
    integral_add ((i 2).const_mul b) ((i 3).const_mul c),
    integral_const_mul, integral_const_mul, integral_const_mul, m, m, m,
    show Nat.factorial 2 = 2 from rfl, show Nat.factorial 3 = 6 from rfl,
    show Nat.factorial 4 = 24 from rfl]
  push_cast
  ring
```

A `theorem` gives hypotheses, then a colon, then the claim; the proof follows `:=`. For $a>0$ the claim is

$$\int_0^\infty (br^2+cr^3+dr^4)e^{-ar}dr=\frac{2b}{a^3}+\frac{6c}{a^4}+\frac{24d}{a^5}.$$

By hand, the substitution $t=ar$ turns $\int_0^\infty r^ne^{-ar}dr$ into $\Gamma(n+1)/a^{n+1}=n!/a^{n+1}$, and linearity does the rest. In the proof, `m` is this moment formula. Splitting the integral of a sum requires each term to be integrable, which is `i`. Lean gives a non-integrable function the integral 0, so a moment with a positive value must belong to an integrable function.

## The orbitals solve the radial equation

```lean
/-- The derivative of a linear function times an exponential. -/
theorem hasDerivAt_linear_exp (a b k r : ℝ) :
    HasDerivAt (fun x : ℝ => (a + b * x) * Real.exp (-(k * x)))
      ((b - k * a + -(k * b) * r) * Real.exp (-(k * r))) r := by
  have h1 : HasDerivAt (fun x : ℝ => a + b * x) (b * 1) r :=
    ((hasDerivAt_id' r).const_mul b).const_add a
  have h2 : HasDerivAt (fun x : ℝ => Real.exp (-(k * x)))
      (Real.exp (-(k * r)) * (-(k * 1))) r :=
    (((hasDerivAt_id' r).const_mul k).fun_neg).exp
  exact (h1.fun_mul h2).congr_deriv (by ring)
```

`HasDerivAt f m r` means that $f$ has derivative $m$ at $r$. The product rule gives

$$\frac{d}{dr}(a+br)e^{-kr}=(b-ka-kb\,r)e^{-kr}.$$

The tactic `ring` checks the final algebraic rearrangement.

```lean
/-- The 1s and 2s functions solve the radial Schrödinger equation with energies
`-Z ^ 2 / 2` and `-Z ^ 2 / 8`. -/
theorem radial_solves (Z : ℝ) :
    SolvesRadial Z (-Z ^ 2 / 2) (radial1s Z) ∧ SolvesRadial Z (-Z ^ 2 / 8) (radial2s Z) := by
  constructor
  · have h : ∀ r, HasDerivAt (radial1s Z) (-Z * radial1s Z r) r := by
      intro r
      convert hasDerivAt_linear_exp (2 * √(Z ^ 3)) 0 Z r using 1
      · funext x
        simp only [radial1s]
        ring
      · simp only [radial1s]
        ring
    exact ⟨fun r => -Z * radial1s Z r, fun r => Z ^ 2 * radial1s Z r, h,
      fun r => ((h r).const_mul (-Z)).congr_deriv (by ring), fun r => by ring⟩
  · refine ⟨fun r => (-(Z * √(Z ^ 3 / 2)) + Z ^ 2 * √(Z ^ 3 / 2) / 4 * r) *
        Real.exp (-(Z / 2 * r)),
      fun r => (3 * Z ^ 2 / 4 - Z ^ 3 / 8 * r) * √(Z ^ 3 / 2) * Real.exp (-(Z / 2 * r)),
      fun r => ?_, fun r => (hasDerivAt_linear_exp _ _ _ r).congr_deriv (by ring),
      fun r => by simp only [radial2s]; ring⟩
    convert hasDerivAt_linear_exp (√(Z ^ 3 / 2)) (-(√(Z ^ 3 / 2) * Z / 2)) (Z / 2) r using 1
    · funext x
      simp only [radial2s]
      ring
    · ring
```

The symbol `∧` means "and": $\phi_Z$ solves the equation with energy $-Z^2/2$, and $\chi_Z$ with $-Z^2/8$.

For 1s, $\phi_Z'=-Z\phi_Z$ and $\phi_Z''=Z^2\phi_Z$, so the left side is

$$-\tfrac12(Z^2r-2Z)\phi_Z-Z\phi_Z=-\tfrac{Z^2}{2}\,r\phi_Z .$$

For 2s, write $N=\sqrt{Z^3/2}$. Applying the derivative rule twice gives

$$\chi_Z'=N\left(-Z+\tfrac{Z^2}{4}r\right)e^{-Zr/2},\qquad \chi_Z''=N\left(\tfrac{3Z^2}{4}-\tfrac{Z^3}{8}r\right)e^{-Zr/2}.$$

On the left side the constant terms cancel, leaving

$$N\left(-\tfrac{Z^2}{8}r+\tfrac{Z^3}{16}r^2\right)e^{-Zr/2}=-\tfrac{Z^2}{8}\,r\chi_Z .$$

The proof supplies these same derivatives, and `ring` confirms the two equations.

## Overlaps between different charges

```lean
/-- The overlap of two 1s functions that belong to positive nuclear charges `Z` and `W`. -/
theorem overlap_1s_1s {Z W : ℝ} (hZ : 0 < Z) (hW : 0 < W) :
    overlap (radial1s Z) (radial1s W) = 8 * √(Z ^ 3) * √(W ^ 3) / (Z + W) ^ 3 := by
  have e : ∀ r, r ^ 2 * radial1s Z r * radial1s W r =
      (4 * √(Z ^ 3) * √(W ^ 3) * r ^ 2 + 0 * r ^ 3 + 0 * r ^ 4) *
        Real.exp (-((Z + W) * r)) := by
    intro r
    rw [show -((Z + W) * r) = -(Z * r) + -(W * r) by ring, Real.exp_add]
    simp only [radial1s]
    ring
  simp only [overlap, e]
  rw [integral_poly_exp _ _ _ (add_pos hZ hW)]
  ring
```

The hypotheses `hZ` and `hW` say that both charges are positive. The exponentials combine to $e^{-(Z+W)r}$, so

$$\int_0^\infty r^2\phi_Z\phi_W\,dr=4\sqrt{Z^3}\sqrt{W^3}\cdot\frac{2}{(Z+W)^3}.$$

In Lean, `e` rewrites the integrand into the form that `integral_poly_exp` expects, with $c=d=0$.

```lean
/-- The overlap of the 1s function for nuclear charge `Z > 0` with the 2s function for
nuclear charge `W > 0`. -/
theorem overlap_1s_2s {Z W : ℝ} (hZ : 0 < Z) (hW : 0 < W) :
    overlap (radial1s Z) (radial2s W) =
      64 * √(Z ^ 3) * √(W ^ 3 / 2) * (Z - W) / (2 * Z + W) ^ 4 := by
  have e : ∀ r, r ^ 2 * radial1s Z r * radial2s W r =
      (2 * √(Z ^ 3) * √(W ^ 3 / 2) * r ^ 2 + -(√(Z ^ 3) * √(W ^ 3 / 2) * W) * r ^ 3 +
        0 * r ^ 4) * Real.exp (-((2 * Z + W) / 2 * r)) := by
    intro r
    rw [show -((2 * Z + W) / 2 * r) = -(Z * r) + -(W / 2 * r) by ring, Real.exp_add]
    simp only [radial1s, radial2s]
    ring
  have h : 2 * Z + W ≠ 0 := by positivity
  simp only [overlap, e]
  rw [integral_poly_exp _ _ _ (show 0 < (2 * Z + W) / 2 by positivity)]
  field_simp
  ring
```

Put $K=\sqrt{Z^3}\sqrt{W^3/2}$ and $a=Z+W/2$. Then

$$\int_0^\infty r^2\phi_Z\chi_W\,dr=2K\int_0^\infty\left(r^2-\tfrac W2r^3\right)e^{-ar}dr=2K\left(\frac{2}{a^3}-\frac{3W}{a^4}\right)=\frac{2K(2a-3W)}{a^4}.$$

Since $2a-3W=2(Z-W)$ and $a^4=(2Z+W)^4/16$, this equals $64K(Z-W)/(2Z+W)^4$. The tactic `field_simp` clears the denominators before `ring` finishes.

```lean
/-- For one positive nuclear charge the 1s and 2s functions are normalised and orthogonal. -/
theorem radial_orthonormal {Z : ℝ} (hZ : 0 < Z) :
    overlap (radial1s Z) (radial1s Z) = 1 ∧ overlap (radial2s Z) (radial2s Z) = 1 ∧
      overlap (radial1s Z) (radial2s Z) = 0 := by
  refine ⟨?_, ?_, ?_⟩
  · have hs : √(Z ^ 3) * √(Z ^ 3) = Z ^ 3 := Real.mul_self_sqrt (by positivity)
    rw [overlap_1s_1s hZ hZ, mul_assoc, hs, show (Z + Z) ^ 3 = 8 * Z ^ 3 by ring]
    exact div_self (by positivity)
  · have hs : √(Z ^ 3 / 2) * √(Z ^ 3 / 2) = Z ^ 3 / 2 := Real.mul_self_sqrt (by positivity)
    have e : ∀ r, r ^ 2 * radial2s Z r * radial2s Z r =
        (Z ^ 3 / 2 * r ^ 2 + -(Z ^ 4 / 2) * r ^ 3 + Z ^ 5 / 8 * r ^ 4) *
          Real.exp (-(Z * r)) := by
      intro r
      rw [show -(Z * r) = -(Z / 2 * r) + -(Z / 2 * r) by ring, Real.exp_add]
      simp only [radial2s]
      linear_combination (r ^ 2 * (1 - Z / 2 * r) ^ 2 * Real.exp (-(Z / 2 * r)) ^ 2) * hs
    have h3 : Z ^ 3 / Z ^ 3 = 1 := div_self (by positivity)
    have h4 : Z ^ 4 / Z ^ 4 = 1 := div_self (by positivity)
    have h5 : Z ^ 5 / Z ^ 5 = 1 := div_self (by positivity)
    simp only [overlap, e]
    rw [integral_poly_exp _ _ _ hZ]
    linear_combination h3 - 3 * h4 + 3 * h5
  · rw [overlap_1s_2s hZ hZ, sub_self, mul_zero, zero_div]
```

For equal charges the 1s norm is $8Z^3/(2Z)^3=1$, and the factor $Z-W$ makes 1s and 2s orthogonal. The 2s norm is

$$\frac{Z^3}{2}\int_0^\infty\left(r^2-Zr^3+\tfrac{Z^2}{4}r^4\right)e^{-Zr}dr=\frac{Z^3}{2}\cdot\frac{2-6+6}{Z^3}=1 .$$

The tactic `linear_combination` obtains an equation by adding multiples of known ones, here $Z^n/Z^n=1$ for $n=3,4,5$.

The hypothesis $Z>0$ matters. At $Z=0$ both functions vanish identically, so their norms are 0 instead of 1. They still satisfy `SolvesRadial`, but they describe no state: without a nuclear charge there is nothing to bind the electron.

## Probabilities for any positive charges

```lean
/-- When the nuclear charge jumps from `Z > 0` to `W > 0`, an electron initially in 1s is found
in the new 1s and 2s states with these probabilities. -/
theorem sudden_probabilities {Z W : ℝ} (hZ : 0 < Z) (hW : 0 < W) :
    suddenProbability (radial1s Z) (radial1s W) = 64 * (Z * W) ^ 3 / (Z + W) ^ 6 ∧
    suddenProbability (radial1s Z) (radial2s W) =
      2048 * (Z * W) ^ 3 * (Z - W) ^ 2 / (2 * Z + W) ^ 8 := by
  have hN : √(Z ^ 3) ^ 2 = Z ^ 3 := Real.sq_sqrt (by positivity)
  have hM : √(W ^ 3) ^ 2 = W ^ 3 := Real.sq_sqrt (by positivity)
  have hK : √(W ^ 3 / 2) ^ 2 = W ^ 3 / 2 := Real.sq_sqrt (by positivity)
  constructor
  · rw [suddenProbability, overlap_1s_1s hZ hW, div_pow, mul_pow, mul_pow, hN, hM, ← pow_mul]
    ring
  · rw [suddenProbability, overlap_1s_2s hZ hW, div_pow, mul_pow, mul_pow, mul_pow, hN, hK,
      ← pow_mul]
    ring
```

In the sudden approximation the probabilities are the squared overlaps, and squaring removes the square roots:

$$P_{1s\to1s}=\frac{64(ZW)^3}{(Z+W)^6},\qquad P_{1s\to2s}=\frac{2048(ZW)^3(Z-W)^2}{(2Z+W)^8}.$$

The number 2048 is $64^2/2$, with the half coming from $W^3/2$. The facts `hN`, `hM` and `hK` state that the squared roots return their arguments, which uses positivity.

As a numerical instance, reverse the jump: $Z=2$, $W=1$. The first formula is symmetric and again gives $512/729$. The second gives $2048\cdot8\cdot1/5^8=16384/390625\approx0.042$, far below the $1/4$ of the upward jump.

```lean
/-- The 1s function for charge 1 and the 1s and 2s functions for charge 2, written out. -/
theorem radial_explicit :
    radial1s 1 = (fun r => 2 * Real.exp (-r)) ∧
    radial1s 2 = (fun r => 4 * √2 * Real.exp (-(2 * r))) ∧
    radial2s 2 = (fun r => 2 * (1 - r) * Real.exp (-r)) := by
  have h8 : √((2 : ℝ) ^ 3) = 2 * √2 := by
    rw [show (2 : ℝ) ^ 3 = 2 ^ 2 * 2 by norm_num, Real.sqrt_mul (by norm_num),
      Real.sqrt_sq (by norm_num)]
  have h4 : √((2 : ℝ) ^ 3 / 2) = 2 := by
    rw [show (2 : ℝ) ^ 3 / 2 = 2 ^ 2 by norm_num, Real.sqrt_sq (by norm_num)]
  refine ⟨?_, ?_, ?_⟩
  · funext r
    simp [radial1s]
  · funext r
    rw [radial1s, h8]
    ring
  · funext r
    rw [radial2s, h4, div_self (two_ne_zero : (2 : ℝ) ≠ 0), one_mul]
```

This links the general orbitals to the functions of the opening example, using $\sqrt{2^3}=2\sqrt2$ and $\sqrt{2^3/2}=2$. The notation `fun r => ...` means the function $r\mapsto\dots$, and `funext` proves two functions equal by comparing them at each $r$.

```lean
/-- When the nuclear charge jumps from 1 to 2, an electron initially in 1s is found in the new
1s state with probability 512/729 and in the new 2s state with probability 1/4. -/
theorem charge_one_to_two :
    suddenProbability (fun r => 2 * Real.exp (-r))
      (fun r => 4 * √2 * Real.exp (-(2 * r))) = 512 / 729 ∧
    suddenProbability (fun r => 2 * Real.exp (-r))
      (fun r => 2 * (1 - r) * Real.exp (-r)) = 1 / 4 := by
  obtain ⟨h1, h2, h3⟩ := radial_explicit
  obtain ⟨p1, p2⟩ := sudden_probabilities (Z := 1) (W := 2) one_pos two_pos
  rw [← h1, ← h2, ← h3, p1, p2]
  norm_num
```

These probabilities too are those of the sudden approximation. The statement contains only the explicit functions. The proof replaces them by `radial1s 1`, `radial1s 2` and `radial2s 2`, then sets $Z=1$, $W=2$:

$$\frac{64\cdot8}{3^6}=\frac{512}{729},\qquad\frac{2048\cdot8\cdot1}{4^8}=\frac14 .$$

The tactic `norm_num` does this arithmetic.

```lean
/-- In the sudden approximation with positive charges `Z` before and `W` after, an electron
initially in 1s is certain to be found in the new 1s state exactly when `Z = W`. -/
theorem survival_eq_one_iff {Z W : ℝ} (hZ : 0 < Z) (hW : 0 < W) :
    suddenProbability (radial1s Z) (radial1s W) = 1 ↔ Z = W := by
  have hne : (Z + W) ^ 6 ≠ 0 := by positivity
  rw [(sudden_probabilities hZ hW).1, div_eq_one_iff_eq hne]
  constructor
  · intro h
    -- compare cubes, then recognise a perfect square
    have hc : (4 * (Z * W)) ^ 3 = ((Z + W) ^ 2) ^ 3 := by linear_combination h
    have hq := (pow_left_inj₀ (by positivity) (by positivity) (by norm_num)).mp hc
    have hz : (Z - W) ^ 2 = 0 := by linear_combination -hq
    exact sub_eq_zero.mp (pow_eq_zero_iff (two_ne_zero) |>.mp hz)
  · rintro rfl
    ring

end

end SuddenChargeJump
```

The sign `↔` means "if and only if": for positive charges, and in the sudden approximation, an electron initially in 1s is certain to be found in the new 1s state exactly when $Z=W$. If the probability is 1, then $64(ZW)^3=(Z+W)^6$, that is, $(4ZW)^3=\left((Z+W)^2\right)^3$. Both bases are non-negative, so $4ZW=(Z+W)^2$, hence $(Z-W)^2=0$ and $Z=W$. These are the steps `hc`, `hq` and `hz`. Conversely, $Z=W$ gives $64Z^6/(2Z)^6=1$.

```lean
#print axioms SuddenChargeJump.radial_orthonormal
#print axioms SuddenChargeJump.sudden_probabilities
#print axioms SuddenChargeJump.charge_one_to_two
#print axioms SuddenChargeJump.survival_eq_one_iff
```

```
'SuddenChargeJump.radial_orthonormal' depends on axioms: [propext, Classical.choice, Quot.sound]
'SuddenChargeJump.sudden_probabilities' depends on axioms: [propext, Classical.choice, Quot.sound]
'SuddenChargeJump.charge_one_to_two' depends on axioms: [propext, Classical.choice, Quot.sound]
'SuddenChargeJump.survival_eq_one_iff' depends on axioms: [propext, Classical.choice, Quot.sound]
```
